# In the linear Rashba model, in-plane exchange moves the band crossing and out-of-plane exchange opens a gap of $2|b_z|$

## Hamiltonian, levels and splitting

An electron with wave vector $k=(k_x,k_y)$ has the spin Hamiltonian

$$H(k)=a(k_y\sigma_x-k_x\sigma_y)+b_x\sigma_x+b_y\sigma_y+b_z\sigma_z .$$

Here $\sigma_x,\sigma_y,\sigma_z$ are the Pauli matrices. The real number $a\neq0$ is the Rashba coupling, an energy times a length, which stands for the spin–orbit coupling that arises when the two sides of the plane are inequivalent. The real vector $b=(b_x,b_y,b_z)$ is the exchange field in units of energy. It lies along the magnetization axis, and its sign and size include the exchange constant.

A level at $k$ is a real $E$ for which $H(k)v=Ev$ has a solution $v\neq0$. The splitting $\Delta(k)$ is the largest distance between two levels. The result also refers to the point

$$k_0=\left(\frac{b_y}{a},-\frac{b_x}{a}\right).$$

## What the magnetization direction does

Without exchange, the two bands cross at $k=0$. An in-plane field moves the crossing to $k_0$ and leaves it closed. If $b_z\neq0$, the bands no longer touch anywhere, and $k_0$ is where they come closest.

In this non-interacting two-band model, a band-structure calculation that reads the splitting at $k=0$ finds $2\sqrt{b_x^2+b_y^2+b_z^2}$, which exceeds the minimum $2|b_z|$ whenever the field has an in-plane part.

## The theorems in words

In Lean, `rashba a b k` is $H(k)$. The components `b 0`, `b 1`, `b 2` are $b_x,b_y,b_z$, and `k.1`, `k.2` are $k_x,k_y$. The set `levels` is defined by the eigenvalue equation, `splitting` is the diameter of that set, and `crossing a b` is $k_0$, also when the bands do not cross there.

For $a\neq0$ of either sign:

- `minimum_splitting`: the least value of $\Delta$ over the plane is $2|b_z|$, and $\Delta(k)=2|b_z|$ exactly when $k=k_0$. `IsLeast` means that the value is attained and is a lower bound.
- `bands_touch_iff`: $\Delta(k)=0$ exactly when $b_z=0$ and $k=k_0$.
- `energies_over_plane`: the energies that occur at some $k$ are exactly those with $|E|\geq|b_z|$.

At $a=0$ the splitting is the same at every $k$, so no single point is distinguished.

The model is linear in $k$, with $k$ ranging over the whole plane and not over a Brillouin zone. It has no kinetic term $\hbar^2k^2/2m$. Such a term, being a multiple of the identity, would leave each $\Delta(k)$ unchanged but would shift the levels, so the energy window in the last theorem belongs to the purely linear Hamiltonian.

## Dispersion from the secular determinant

Put $X=ak_y+b_x$ and $Y=b_y-ak_x$. Then

$$H(k)=\begin{pmatrix}b_z&X-iY\\X+iY&-b_z\end{pmatrix},$$

$$\det(H(k)-E)=(b_z-E)(-b_z-E)-(X-iY)(X+iY)=E^2-b_z^2-X^2-Y^2 .$$

A nonzero solution $v$ exists exactly when this determinant vanishes, so

$$E^2=(ak_y+b_x)^2+(b_y-ak_x)^2+b_z^2 .$$

## In-plane exchange as a translation

Since $b_x=a(b_x/a)$ and $b_y=a(b_y/a)$,

$$X=a\left(k_y+\frac{b_x}{a}\right)=a(k-k_0)_y,\qquad Y=-a\left(k_x-\frac{b_y}{a}\right)=-a(k-k_0)_x .$$

The Hamiltonian with exchange $b$ at $k$ is therefore the Hamiltonian with exchange $(0,0,b_z)$ at $k-k_0$. The levels are $\pm\sqrt{a^2|k-k_0|^2+b_z^2}$, and

$$\Delta(k)=2\sqrt{a^2|k-k_0|^2+b_z^2}.$$

## Smallest splitting and allowed energies

The term $a^2|k-k_0|^2$ is nonnegative, so $\Delta(k)\geq2|b_z|$. Equality requires $a^2|k-k_0|^2=0$, which for $a\neq0$ means $k=k_0$. If $\Delta(k)=0$, the bound gives $b_z=0$, and the equality case then gives $k=k_0$. Conversely, these two conditions make $\Delta(k)$ vanish.

The dispersion also gives $E^2\geq b_z^2$ for every level. Conversely, let $|E|\geq|b_z|$ and choose

$$k_x=\frac{b_y-\sqrt{E^2-b_z^2}}{a},\qquad k_y=-\frac{b_x}{a}.$$

Then $X=0$ and $Y=\sqrt{E^2-b_z^2}$, so $E$ is a level at this $k$. For $b_z\neq0$ the empty energy window is thus the open interval from $-|b_z|$ to $|b_z|$, and both edges are levels.

## The Lean file

```lean
import Mathlib

open Matrix

namespace RashbaExchange

noncomputable section

/-- The Pauli matrix σx. -/
def sigmaX : Matrix (Fin 2) (Fin 2) ℂ := !![0, 1; 1, 0]

/-- The Pauli matrix σy. -/
def sigmaY : Matrix (Fin 2) (Fin 2) ℂ := !![0, -Complex.I; Complex.I, 0]

/-- The Pauli matrix σz. -/
def sigmaZ : Matrix (Fin 2) (Fin 2) ℂ := !![1, 0; 0, -1]

/-- The Rashba Hamiltonian `a (k_y σx - k_x σy) + b · σ` at wave vector `k = (k_x, k_y)`,
with exchange field `b = (b 0, b 1, b 2)`. -/
def rashba (a : ℝ) (b : Fin 3 → ℝ) (k : ℝ × ℝ) : Matrix (Fin 2) (Fin 2) ℂ :=
  (a : ℂ) • ((k.2 : ℂ) • sigmaX - (k.1 : ℂ) • sigmaY)
    + (b 0 : ℂ) • sigmaX + (b 1 : ℂ) • sigmaY + (b 2 : ℂ) • sigmaZ

/-- The real energies `E` for which `H v = E v` has a nonzero solution `v`. -/
def levels (H : Matrix (Fin 2) (Fin 2) ℂ) : Set ℝ :=
  {E | ∃ v : Fin 2 → ℂ, v ≠ 0 ∧ H *ᵥ v = (E : ℂ) • v}

/-- The splitting of a two-level Hamiltonian: the largest distance between two of its levels. -/
def splitting (H : Matrix (Fin 2) (Fin 2) ℂ) : ℝ := Metric.diam (levels H)

/-- The wave vector `(b_y / a, -b_x / a)`, for nonzero Rashba coupling `a`. -/
def crossing (a : ℝ) (b : Fin 3 → ℝ) : ℝ × ℝ := (b 1 / a, -b 0 / a)

/-- Dispersion relation: `E` is a level at `k` exactly when
`E² = (a k_y + b_x)² + (b_y - a k_x)² + b_z²`. -/
theorem mem_levels_rashba (a : ℝ) (b : Fin 3 → ℝ) (k : ℝ × ℝ) (E : ℝ) :
    E ∈ levels (rashba a b k) ↔
      E ^ 2 = (a * k.2 + b 0) ^ 2 + (b 1 - a * k.1) ^ 2 + b 2 ^ 2 := by
  -- the secular determinant
  have hdet : (rashba a b k - (E : ℂ) • (1 : Matrix (Fin 2) (Fin 2) ℂ)).det =
      ((E ^ 2 - ((a * k.2 + b 0) ^ 2 + (b 1 - a * k.1) ^ 2 + b 2 ^ 2) : ℝ) : ℂ) := by
    rw [Matrix.det_fin_two]
    simp [rashba, sigmaX, sigmaY, sigmaZ]
    linear_combination ((b 1 : ℂ) - a * k.1) ^ 2 * Complex.I_sq
  have hiff : E ∈ levels (rashba a b k) ↔
      ∃ v : Fin 2 → ℂ, v ≠ 0 ∧
        (rashba a b k - (E : ℂ) • (1 : Matrix (Fin 2) (Fin 2) ℂ)) *ᵥ v = 0 := by
    simp only [levels, Set.mem_ofPred_eq, Matrix.sub_mulVec, Matrix.smul_mulVec,
      Matrix.one_mulVec, sub_eq_zero]
  rw [hiff, Matrix.exists_mulVec_eq_zero_iff, hdet, Complex.ofReal_eq_zero, sub_eq_zero]

/-- For nonzero Rashba coupling, the in-plane exchange field only translates the Hamiltonian
in the plane of wave vectors, by `(b_y / a, -b_x / a)`. -/
theorem rashba_eq_shifted {a : ℝ} (ha : a ≠ 0) (b : Fin 3 → ℝ) (k : ℝ × ℝ) :
    rashba a b k = rashba a ![0, 0, b 2] (k - crossing a b) := by
  have hc : (a : ℂ) ≠ 0 := Complex.ofReal_ne_zero.mpr ha
  have h0 : (b 0 : ℂ) = a * (b 0 / a) := by field_simp
  have h1 : (b 1 : ℂ) = a * (b 1 / a) := by field_simp
  simp only [rashba, crossing, Prod.fst_sub, Prod.snd_sub, Complex.ofReal_sub,
    Complex.ofReal_div, Complex.ofReal_neg, Matrix.cons_val_zero, Matrix.cons_val_one,
    Matrix.cons_val, Complex.ofReal_zero]
  linear_combination (norm := module) h0 • sigmaX + h1 • sigmaY

/-- For nonzero Rashba coupling, the splitting is `2 √(a² |k - k₀|² + b_z²)`
with `k₀ = (b_y / a, -b_x / a)`. -/
theorem splitting_rashba {a : ℝ} (ha : a ≠ 0) (b : Fin 3 → ℝ) (k : ℝ × ℝ) :
    splitting (rashba a b k) =
      2 * √(a ^ 2 * ((k.1 - (crossing a b).1) ^ 2 + (k.2 - (crossing a b).2) ^ 2)
        + b 2 ^ 2) := by
  set q := a ^ 2 * ((k.1 - (crossing a b).1) ^ 2 + (k.2 - (crossing a b).2) ^ 2)
    + b 2 ^ 2 with hq
  have hq0 : 0 ≤ q := by positivity
  -- the two levels are opposite
  have hlev : levels (rashba a b k) = {√q, -√q} := by
    ext E
    rw [rashba_eq_shifted ha, mem_levels_rashba]
    have hform : (a * (k - crossing a b).2 + (![0, 0, b 2] : Fin 3 → ℝ) 0) ^ 2
        + ((![0, 0, b 2] : Fin 3 → ℝ) 1 - a * (k - crossing a b).1) ^ 2
        + (![0, 0, b 2] : Fin 3 → ℝ) 2 ^ 2 = √q ^ 2 := by
      rw [Real.sq_sqrt hq0, hq]
      simp only [Prod.fst_sub, Prod.snd_sub, Matrix.cons_val_zero, Matrix.cons_val_one,
        Matrix.cons_val]
      ring
    rw [hform, sq_eq_sq_iff_eq_or_eq_neg, Set.mem_insert_iff, Set.mem_singleton_iff]
  rw [splitting, hlev, Metric.diam_pair, Real.dist_eq, sub_neg_eq_add, ← two_mul,
    abs_of_nonneg (by positivity)]

/-- For nonzero Rashba coupling, the minimum splitting over the plane is `2 |b_z|`, and it is
attained only at `k = (b_y / a, -b_x / a)`. -/
theorem minimum_splitting {a : ℝ} (ha : a ≠ 0) (b : Fin 3 → ℝ) :
    IsLeast (Set.range fun k => splitting (rashba a b k)) (2 * |b 2|) ∧
      ∀ k, splitting (rashba a b k) = 2 * |b 2| ↔ k = crossing a b := by
  have hiff : ∀ k, splitting (rashba a b k) = 2 * |b 2| ↔ k = crossing a b := by
    intro k
    rw [splitting_rashba ha]
    constructor
    · intro h
      have hs := Real.sq_sqrt (show 0 ≤ a ^ 2 * ((k.1 - (crossing a b).1) ^ 2
        + (k.2 - (crossing a b).2) ^ 2) + b 2 ^ 2 by positivity)
      rw [mul_left_cancel₀ two_ne_zero h, sq_abs] at hs
      -- the distance from the crossing point vanishes
      have hz : (k.1 - (crossing a b).1) ^ 2 + (k.2 - (crossing a b).2) ^ 2 = 0 :=
        (mul_eq_zero.mp (by linarith)).resolve_left (pow_ne_zero 2 ha)
      have h1 : (k.1 - (crossing a b).1) ^ 2 = 0 := by
        linarith [sq_nonneg (k.1 - (crossing a b).1), sq_nonneg (k.2 - (crossing a b).2)]
      have h2 : (k.2 - (crossing a b).2) ^ 2 = 0 := by linarith
      exact Prod.ext (sub_eq_zero.mp (pow_eq_zero_iff two_ne_zero |>.mp h1))
        (sub_eq_zero.mp (pow_eq_zero_iff two_ne_zero |>.mp h2))
    · rintro rfl
      simp [Real.sqrt_sq_eq_abs]
  refine ⟨⟨⟨crossing a b, (hiff _).mpr rfl⟩, ?_⟩, hiff⟩
  rintro _ ⟨k, rfl⟩
  show 2 * |b 2| ≤ splitting (rashba a b k)
  rw [splitting_rashba ha]
  have h := Real.abs_le_sqrt (show b 2 ^ 2 ≤ a ^ 2 * ((k.1 - (crossing a b).1) ^ 2
    + (k.2 - (crossing a b).2) ^ 2) + b 2 ^ 2 from le_add_of_nonneg_left (by positivity))
  linarith

/-- For nonzero Rashba coupling, the bands touch at `k` exactly when the exchange field has no
out-of-plane component and `k = (b_y / a, -b_x / a)`. -/
theorem bands_touch_iff {a : ℝ} (ha : a ≠ 0) (b : Fin 3 → ℝ) (k : ℝ × ℝ) :
    splitting (rashba a b k) = 0 ↔ b 2 = 0 ∧ k = crossing a b := by
  obtain ⟨hmin, hiff⟩ := minimum_splitting ha b
  constructor
  · intro h
    have hle : 2 * |b 2| ≤ splitting (rashba a b k) := hmin.2 ⟨k, rfl⟩
    have hz : |b 2| = 0 := by linarith [abs_nonneg (b 2)]
    exact ⟨abs_eq_zero.mp hz, (hiff k).mp (by rw [h, hz, mul_zero])⟩
  · rintro ⟨hz, hk⟩
    rw [(hiff k).mpr hk, hz, abs_zero, mul_zero]

/-- For nonzero Rashba coupling, the energies that occur somewhere in the plane are exactly
those with `|E| ≥ |b_z|`. -/
theorem energies_over_plane {a : ℝ} (ha : a ≠ 0) (b : Fin 3 → ℝ) :
    (⋃ k, levels (rashba a b k)) = {E : ℝ | |b 2| ≤ |E|} := by
  ext E
  simp only [Set.mem_iUnion, Set.mem_ofPred_eq, mem_levels_rashba]
  constructor
  · rintro ⟨k, hk⟩
    apply sq_le_sq.mp
    linarith [sq_nonneg (a * k.2 + b 0), sq_nonneg (b 1 - a * k.1)]
  · intro h
    have hs := Real.sq_sqrt (sub_nonneg.mpr (sq_le_sq.mpr h))
    -- move away from the crossing point along k_x until the energy is reached
    refine ⟨((b 1 - √(E ^ 2 - b 2 ^ 2)) / a, -b 0 / a), ?_⟩
    dsimp only
    rw [mul_div_cancel₀ _ ha, mul_div_cancel₀ _ ha]
    linear_combination -hs

end

end RashbaExchange
```

```lean
#print axioms RashbaExchange.rashba_eq_shifted
#print axioms RashbaExchange.bands_touch_iff
#print axioms RashbaExchange.energies_over_plane
```

```
'RashbaExchange.rashba_eq_shifted' depends on axioms: [propext, Classical.choice, Quot.sound]
'RashbaExchange.bands_touch_iff' depends on axioms: [propext, Classical.choice, Quot.sound]
'RashbaExchange.energies_over_plane' depends on axioms: [propext, Classical.choice, Quot.sound]
```

## From the determinant to the energy window in Lean

`mem_levels_rashba` proves the dispersion. Its step `hdet` computes the determinant, where `linear_combination` supplies $i^2=-1$. The step `hiff` rewrites $Hv=Ev$ as $(H-E)v=0$, and `Matrix.exists_mulVec_eq_zero_iff` turns the existence of a nonzero $v$ into a vanishing determinant.

`rashba_eq_shifted` is the translation, proved as an equality of matrices. The identities `h0` and `h1` are $b_x=a(b_x/a)$ and $b_y=a(b_y/a)$; multiplied by $\sigma_x$ and $\sigma_y$, they account for the difference between the two sides.

`splitting_rashba` calls the radicand `q`. It combines the translation with the dispersion to show that the set of levels is `{√q, -√q}`, and `Metric.diam_pair` reduces the diameter to the distance between these two numbers. This also holds when they coincide.

`minimum_splitting` first proves the equality case. Squaring gives $a^2|k-k_0|^2=0$; the factor $a^2$ is removed using `ha`, and each of the two squares must then vanish. The point $k_0$ shows that the value is attained, and `Real.abs_le_sqrt` gives the lower bound.

`bands_touch_iff` follows from both halves of that theorem. `energies_over_plane` returns to the dispersion: one direction discards the two in-plane squares, and the other supplies the wave vector chosen above.
